# A repulsive interaction gives no growing density mode in a finite RPA model with positive transition energies and weights

A density mode is modelled here by complex amplitudes, one for each of finitely many particle-hole transitions, that are not all zero and solve the equations in which the total density drives each transition. It is not defined as a zero of the dielectric function, so the link between the two has to be proved. When all transition energies and weights are positive and the coupling is repulsive or zero, no such mode has a frequency $z$ with positive imaginary part, which under the time dependence $e^{-izt}$ would mean exponential growth.

```lean
import Mathlib

open Complex

namespace RPACausality

noncomputable section

variable {ι : Type*} [Fintype ι]

/-- The RPA dielectric function of finitely many transitions with energies `D j` and
weights `w j`, coupled by an interaction `v`, at complex frequency `z`. -/
def eps (v : ℝ) (w D : ι → ℝ) (z : ℂ) : ℂ :=
  1 - (v : ℂ) * ∑ j, ((2 * w j * D j : ℝ) : ℂ) / (z ^ 2 - (D j : ℂ) ^ 2)

/-- The real expression for the dielectric function at the imaginary frequency `i y`. -/
def epsAxis (v : ℝ) (w D : ι → ℝ) (y : ℝ) : ℝ :=
  1 + v * ∑ j, 2 * w j * D j / (y ^ 2 + D j ^ 2)

/-- The amplitudes `n j` form a density mode of frequency `z`: they are not all zero, and each
transition is driven by the interaction with the total density. -/
def IsDensityMode (v : ℝ) (w D : ι → ℝ) (z : ℂ) (n : ι → ℂ) : Prop :=
  n ≠ 0 ∧ ∀ j, (z ^ 2 - (D j : ℂ) ^ 2) * n j
    = (v : ℂ) * ((2 * w j * D j : ℝ) : ℂ) * ∑ k, n k

/-- A frequency in the upper half plane is never resonant with a real transition energy. -/
theorem off_resonance {z : ℂ} (hz : 0 < z.im) (d : ℝ) : z ^ 2 - (d : ℂ) ^ 2 ≠ 0 := by
  intro h
  have h' : (z - d) * (z + d) = 0 := by linear_combination h
  rcases mul_eq_zero.mp h' with h1 | h1
  · have := congrArg Complex.im h1
    simp only [Complex.sub_im, Complex.ofReal_im, Complex.zero_im] at this
    linarith
  · have := congrArg Complex.im h1
    simp only [Complex.add_im, Complex.ofReal_im, Complex.zero_im] at this
    linarith

/-- The imaginary part of the dielectric function is the coupling times `Im z²` times a
weighted sum of inverse squared distances from resonance. -/
theorem eps_im (v : ℝ) (w D : ι → ℝ) (z : ℂ) :
    (eps v w D z).im = v * (2 * z.re * z.im) *
      ∑ j, 2 * w j * D j / Complex.normSq (z ^ 2 - (D j : ℂ) ^ 2) := by
  have h : ∀ j, (((2 * w j * D j : ℝ) : ℂ) / (z ^ 2 - (D j : ℂ) ^ 2)).im
      = -(2 * z.re * z.im) *
        (2 * w j * D j / Complex.normSq (z ^ 2 - (D j : ℂ) ^ 2)) := by
    intro j
    have h1 : (z ^ 2 - (D j : ℂ) ^ 2).im = 2 * z.re * z.im := by
      simp only [pow_two, Complex.sub_im, Complex.mul_im, Complex.ofReal_im,
        Complex.ofReal_re]
      ring
    rw [Complex.div_im, Complex.ofReal_re, Complex.ofReal_im, h1]
    ring
  unfold eps
  rw [Complex.sub_im, Complex.one_im, Complex.im_ofReal_mul, Complex.im_sum,
    Finset.sum_congr rfl (fun j _ => h j), ← Finset.mul_sum]
  ring

/-- On the imaginary frequency axis the dielectric function is real and given by `epsAxis`. -/
theorem eps_imaginary_axis (v : ℝ) (w D : ι → ℝ) (y : ℝ) :
    eps v w D ((y : ℂ) * I) = (epsAxis v w D y : ℂ) := by
  have h : ∀ j, ((2 * w j * D j : ℝ) : ℂ) / (((y : ℂ) * I) ^ 2 - (D j : ℂ) ^ 2)
      = -((2 * w j * D j / (y ^ 2 + D j ^ 2) : ℝ) : ℂ) := by
    intro j
    have h1 : ((y : ℂ) * I) ^ 2 - (D j : ℂ) ^ 2 = -((y ^ 2 + D j ^ 2 : ℝ) : ℂ) := by
      rw [mul_pow, Complex.I_sq]
      push_cast
      ring
    rw [h1, div_neg, ← Complex.ofReal_div]
  unfold eps epsAxis
  rw [Finset.sum_congr rfl (fun j _ => h j), Finset.sum_neg_distrib, ← Complex.ofReal_sum,
    Complex.ofReal_add, Complex.ofReal_mul, Complex.ofReal_one]
  ring

/-- The real part of the static dielectric function is the value of `epsAxis` at zero. -/
theorem eps_static (v : ℝ) (w D : ι → ℝ) : (eps v w D 0).re = epsAxis v w D 0 := by
  have h := eps_imaginary_axis v w D 0
  rw [Complex.ofReal_zero, zero_mul] at h
  rw [h, Complex.ofReal_re]

/-- For positive weights and energies and a coupling of either sign, the dielectric function has a
zero in the upper half plane exactly when its static value is negative. -/
theorem exists_zero_iff_static_neg (v : ℝ) (w D : ι → ℝ)
    (hw : ∀ j, 0 < w j) (hD : ∀ j, 0 < D j) :
    (∃ z : ℂ, 0 < z.im ∧ eps v w D z = 0) ↔ (eps v w D 0).re < 0 := by
  have ha : ∀ j, 0 < 2 * w j * D j := fun j => mul_pos (mul_pos two_pos (hw j)) (hD j)
  have hden : ∀ (y : ℝ) j, 0 < y ^ 2 + D j ^ 2 := fun y j =>
    add_pos_of_nonneg_of_pos (sq_nonneg y) (pow_pos (hD j) 2)
  rw [eps_static]
  constructor
  · rintro ⟨z, hz, h0⟩
    rcases isEmpty_or_nonempty ι with hι | hι
    · simp [eps] at h0
    by_cases hv : v = 0
    · simp [eps, hv] at h0
    -- the imaginary part forces the zero onto the imaginary axis
    have hS : 0 < ∑ j, 2 * w j * D j / Complex.normSq (z ^ 2 - (D j : ℂ) ^ 2) :=
      Finset.sum_pos (fun j _ => div_pos (ha j)
        (Complex.normSq_pos.mpr (off_resonance hz (D j)))) Finset.univ_nonempty
    have him := eps_im v w D z
    rw [h0, Complex.zero_im] at him
    have hre : z.re = 0 := by
      by_contra hr
      exact mul_ne_zero (mul_ne_zero hv (mul_ne_zero (mul_ne_zero two_ne_zero hr) hz.ne'))
        hS.ne' him.symm
    have hzI : z = (z.im : ℂ) * I := by
      apply Complex.ext <;> simp [hre]
    rw [hzI, eps_imaginary_axis] at h0
    have hy : epsAxis v w D z.im = 0 := Complex.ofReal_eq_zero.mp h0
    -- the screening sum is positive and strictly larger at zero frequency
    have hpos : 0 < ∑ j, 2 * w j * D j / (z.im ^ 2 + D j ^ 2) :=
      Finset.sum_pos (fun j _ => div_pos (ha j) (hden _ j)) Finset.univ_nonempty
    have hlt : ∑ j, 2 * w j * D j / (z.im ^ 2 + D j ^ 2)
        < ∑ j, 2 * w j * D j / ((0 : ℝ) ^ 2 + D j ^ 2) := by
      apply Finset.sum_lt_sum_of_nonempty Finset.univ_nonempty
      intro j _
      apply div_lt_div_of_pos_left (ha j) (hden 0 j)
      nlinarith [pow_pos hz 2]
    unfold epsAxis at hy ⊢
    have hvneg : v < 0 := by
      by_contra hn
      have := mul_nonneg (not_lt.mp hn) hpos.le
      linarith
    have := mul_lt_mul_of_neg_left hlt hvneg
    linarith
  · intro h0
    have hA : 0 ≤ ∑ j, 2 * w j * D j := Finset.sum_nonneg (fun j _ => (ha j).le)
    -- beyond this frequency the interaction can no longer outweigh the 1
    obtain ⟨Y, hY⟩ : ∃ Y : ℝ, Y = 1 + |v| * ∑ j, 2 * w j * D j := ⟨_, rfl⟩
    have hvA := mul_nonneg (abs_nonneg v) hA
    have hY1 : 1 ≤ Y := by linarith
    have hYpos : 0 < Y := by linarith
    have hsum : ∑ j, 2 * w j * D j / (Y ^ 2 + D j ^ 2) ≤ (∑ j, 2 * w j * D j) / Y := by
      rw [Finset.sum_div]
      apply Finset.sum_le_sum
      intro j _
      apply div_le_div_of_nonneg_left (ha j).le hYpos
      nlinarith [sq_nonneg (D j)]
    have hnn : 0 ≤ ∑ j, 2 * w j * D j / (Y ^ 2 + D j ^ 2) :=
      Finset.sum_nonneg (fun j _ => (div_pos (ha j) (hden Y j)).le)
    have hone : |v| * ((∑ j, 2 * w j * D j) / Y) ≤ 1 := by
      rw [← mul_div_assoc, div_le_one hYpos]
      linarith
    have hfY : 0 ≤ epsAxis v w D Y := by
      unfold epsAxis
      have h1 := mul_le_mul_of_nonneg_left hsum (abs_nonneg v)
      have h2 := mul_le_mul_of_nonneg_right (neg_abs_le v) hnn
      linarith
    have hcont : Continuous (epsAxis v w D) := by
      unfold epsAxis
      exact continuous_const.add (continuous_const.mul (continuous_finsetSum _
        (fun j _ => continuous_const.div (by fun_prop) (fun y => (hden y j).ne'))))
    obtain ⟨y, hy, hfy⟩ := intermediate_value_Icc hYpos.le hcont.continuousOn ⟨h0.le, hfY⟩
    have hy0 : y ≠ 0 := by
      rintro rfl
      linarith
    refine ⟨(y : ℂ) * I, ?_, ?_⟩
    · simpa using lt_of_le_of_ne hy.1 hy0.symm
    · rw [eps_imaginary_axis, hfy, Complex.ofReal_zero]

/-- For positive weights and energies and a repulsive or vanishing interaction, the dielectric
function has no zero in the upper half of the complex frequency plane. -/
theorem eps_ne_zero_of_repulsive {v : ℝ} (hv : 0 ≤ v) (w D : ι → ℝ)
    (hw : ∀ j, 0 < w j) (hD : ∀ j, 0 < D j) {z : ℂ} (hz : 0 < z.im) :
    eps v w D z ≠ 0 := by
  intro h0
  have h := (exists_zero_iff_static_neg v w D hw hD).mp ⟨z, hz, h0⟩
  rw [eps_static] at h
  unfold epsAxis at h
  have hs : 0 ≤ ∑ j, 2 * w j * D j / ((0 : ℝ) ^ 2 + D j ^ 2) :=
    Finset.sum_nonneg (fun j _ => div_nonneg
      (mul_pos (mul_pos two_pos (hw j)) (hD j)).le (by positivity))
  have := mul_nonneg hv hs
  linarith

/-- In the upper half plane, a density mode of frequency `z` exists exactly when the
dielectric function vanishes at `z`. -/
theorem exists_mode_iff (v : ℝ) (w D : ι → ℝ) {z : ℂ} (hz : 0 < z.im) :
    (∃ n, IsDensityMode v w D z n) ↔ eps v w D z = 0 := by
  constructor
  · rintro ⟨n, hn, h⟩
    obtain ⟨N, hN⟩ : ∃ N, N = ∑ k, n k := ⟨_, rfl⟩
    simp only [← hN] at h
    have hj : ∀ j, n j
        = (v : ℂ) * (((2 * w j * D j : ℝ) : ℂ) / (z ^ 2 - (D j : ℂ) ^ 2)) * N := by
      intro j
      have h1 : n j = (v : ℂ) * ((2 * w j * D j : ℝ) : ℂ) * N / (z ^ 2 - (D j : ℂ) ^ 2) := by
        rw [eq_div_iff (off_resonance hz (D j)), mul_comm]
        exact h j
      exact h1.trans (by ring)
    -- summing over transitions closes the self-consistency loop
    have hsum := hN.trans (Finset.sum_congr rfl (fun j _ => hj j))
    rw [← Finset.sum_mul, ← Finset.mul_sum] at hsum
    have hprod : eps v w D z * N = 0 := by
      unfold eps
      linear_combination hsum
    rcases mul_eq_zero.mp hprod with he | hN0
    · exact he
    · exact absurd (funext fun j => by simp [hj j, hN0]) hn
  · intro he
    obtain ⟨n, hn⟩ : ∃ n : ι → ℂ, ∀ j, n j
        = (v : ℂ) * (((2 * w j * D j : ℝ) : ℂ) / (z ^ 2 - (D j : ℂ) ^ 2)) :=
      ⟨_, fun _ => rfl⟩
    have hs : ∑ j, n j = 1 := by
      rw [Finset.sum_congr rfl (fun j _ => hn j), ← Finset.mul_sum]
      unfold eps at he
      linear_combination -he
    refine ⟨n, ?_, fun j => ?_⟩
    · intro h0
      simp [h0] at hs
    · have h0 := off_resonance hz (D j)
      rw [hs, hn j]
      generalize z ^ 2 - (D j : ℂ) ^ 2 = ζ at h0 ⊢
      field_simp

/-- For positive weights and energies, a repulsive or vanishing interaction admits no density mode
whose frequency has positive imaginary part. -/
theorem no_growing_mode {v : ℝ} (hv : 0 ≤ v) (w D : ι → ℝ)
    (hw : ∀ j, 0 < w j) (hD : ∀ j, 0 < D j) {z : ℂ} (hz : 0 < z.im) (n : ι → ℂ) :
    ¬ IsDensityMode v w D z n := fun h =>
  eps_ne_zero_of_repulsive hv w D hw hD hz ((exists_mode_iff v w D hz).mp ⟨n, h⟩)

end

end RPACausality
```

## Modes, zeros and the static value

The finite type `ι` labels the transitions. Transition $j$ has a real energy $D_j$ (`D j`) and a real weight $w_j$ (`w j`); the real number $v$ is the coupling and the complex number $z$ the frequency. With the abbreviation $a_j = 2w_jD_j$, the definition `eps` is

$$\varepsilon(z) = 1 - v\sum_j \frac{a_j}{z^2-D_j^2}.$$

The proposition `IsDensityMode v w D z n` says that the amplitudes $n_j$ are not all zero and that, for every $j$,

$$(z^2-D_j^2)\,n_j = v\,a_j\sum_k n_k .$$

Four theorems carry the result.

- `exists_mode_iff`: for $\operatorname{Im} z>0$, a mode of frequency $z$ exists exactly when $\varepsilon(z)=0$. This needs no sign condition on $v$, $w_j$ or $D_j$.
- `exists_zero_iff_static_neg`: if all $w_j>0$ and $D_j>0$, then $\varepsilon$ has a zero somewhere in the upper half plane exactly when $\operatorname{Re}\varepsilon(0)<0$. The coupling may have either sign.
- `eps_ne_zero_of_repulsive`: if in addition $v\ge 0$, there is no zero in the upper half plane.
- `no_growing_mode`: under the same hypotheses, no amplitudes `n` form a mode with $\operatorname{Im} z>0$.

## Transitions as coupled oscillators

The mode equation describes oscillators driven by the total density. In units with $\hbar=1$,

$$\ddot n_j + D_j^2 n_j = -v\,a_j\sum_k n_k ,$$

and the time dependence $e^{-izt}$ turns this into the equation above. With this sign convention the modulus of a mode varies as $e^{(\operatorname{Im} z)t}$, so $\operatorname{Im} z>0$ means exponential growth. The file contains the frequency equation only; the equation of motion is its physical reading.

The numerator $2w_jD_j$ comes from adding a transition and its reverse:

$$\frac{w_j}{z-D_j}-\frac{w_j}{z+D_j}=\frac{2w_jD_j}{z^2-D_j^2}.$$

For the electron gas, one fixes a wave vector and lets $j$ run over the excitations from an occupied to an empty state. In a closed-shell ground state of the non-interacting gas these all cost energy, which is the meaning of $D_j>0$. The condition $w_j>0$ says that the lower state of each pair is the more occupied one and that the density operator connects the two. The Coulomb repulsion at that wave vector supplies $v>0$. That the two terms above carry the same weight and energy relies on the symmetry between a wave vector and its opposite, which such a ground state has.

The result is thus a stability statement for the random phase approximation (RPA) at one wave vector, with a discrete set of transitions and a single real, frequency-independent coupling. It does not treat the continuum of transitions in the infinite gas, where Landau damping arises, nor frequency-dependent exchange and correlation corrections to the coupling. The absence of zeros is also what keeps $1/\varepsilon$, the response to an external potential, free of poles in the upper half plane, as is required of a causal response that does not grow exponentially in time; the file stops at the zeros themselves.

## Why a zero needs a negative static value

**No resonance.** Let $z=x+iy$ with $y>0$. For real $d$, $z^2-d^2=(z-d)(z+d)$, and both factors have imaginary part $y$. Neither vanishes, so every denominator in $\varepsilon(z)$ is nonzero.

**Modes and zeros.** Let $n$ be a mode and $N=\sum_k n_k$. Dividing the mode equation by $z^2-D_j^2$ gives

$$n_j = \frac{v\,a_j}{z^2-D_j^2}\,N .$$

Summing over $j$ gives $N=(1-\varepsilon(z))N$, hence $\varepsilon(z)N=0$. If $N$ were zero, every $n_j$ would be zero, which is excluded; so $\varepsilon(z)=0$. Conversely, if $\varepsilon(z)=0$, put $n_j=v\,a_j/(z^2-D_j^2)$. These amplitudes sum to $1-\varepsilon(z)=1$, so they are not all zero, and they satisfy the mode equation.

**Zeros lie on the imaginary axis.** Since $\operatorname{Im}(1/\zeta)=-\operatorname{Im}\zeta/|\zeta|^2$ and $\operatorname{Im}(z^2-D_j^2)=2xy$,

$$\operatorname{Im}\varepsilon(z)=2vxy\sum_j\frac{a_j}{|z^2-D_j^2|^2}.$$

If $v=0$ or there are no transitions, $\varepsilon$ is identically 1 and has no zero. Otherwise the sum is positive, because from here on all $w_j$ and $D_j$ are assumed positive, and $\varepsilon(z)=0$ forces $x=0$.

**The static value is then negative.** On the imaginary axis

$$\varepsilon(iy)=1+v\,S(y),\qquad S(y)=\sum_j\frac{a_j}{y^2+D_j^2},$$

which is real. A zero at $y>0$ means $v\,S(y)=-1$, and $S(y)>0$, so $v<0$. Each term of $S$ is larger at zero frequency, so $S(0)>S(y)$. Multiplying by the negative $v$ gives $v\,S(0)<-1$, that is, $\varepsilon(0)<0$.

**A negative static value produces a zero.** Let $A=\sum_j a_j$ and $Y=1+|v|A$. Since $Y\ge1$, we have $Y^2+D_j^2\ge Y$, so $S(Y)\le A/Y$ and

$$\varepsilon(iY)\ge 1-|v|\frac{A}{Y}\ge 0 .$$

The function $y\mapsto\varepsilon(iy)$ is continuous, negative at $0$ and nonnegative at $Y$. It therefore vanishes at some $y$ in $[0,Y]$, and $y\neq0$ because $\varepsilon(0)<0$.

**Repulsion.** For $v\ge0$, $\varepsilon(0)=1+v\,S(0)\ge1$. The static value is not negative, so there is no zero in the upper half plane, and hence no growing mode.

## One transition, and what attraction does

With a single transition of energy $D>0$ and weight $w>0$, and $v\neq0$, the zeros satisfy

$$z^2 = D\,(D+2vw).$$

For $v>0$ the right side exceeds $D^2$, so the frequencies are real and lie above the bare transition in magnitude. As $v$ becomes negative they move towards zero, which they reach at $v=-D/(2w)$, where $\varepsilon(0)=0$. Beyond that value the static dielectric function is negative and one zero lies on the positive imaginary axis.

The hypothesis $v\ge0$ therefore cannot simply be dropped, although an attraction weak enough that $\varepsilon(0)>0$ also gives no growing mode. For $D=w=1$ and $v=-1$,

$$\varepsilon(z)=\frac{z^2+1}{z^2-1},$$

which vanishes at $z=i$. The amplitude $n=1$ is a growing mode, as both sides of its equation equal $-2$. The values $D=1$, $w=-1$, $v=1$ give the same function, so a repulsive coupling does not suffice when a weight is negative, as for an inverted population.

## How the Lean proof follows the argument

`off_resonance` factors $z^2-d^2$ and compares imaginary parts. `eps_im` and `eps_imaginary_axis` each compute one term of the sum in a local statement `h` and then sum over the transitions. The second identifies $\varepsilon(iy)$ with the real function `epsAxis`, and `eps_static` is its case $y=0$.

In the forward half of `exists_zero_iff_static_neg`, the case splits on an empty `ι` and on `v = 0` remove the situations in which $\varepsilon$ is identically 1. `Finset.sum_pos` then makes the sum in `eps_im` positive, which yields `hre : z.re = 0`. The strict inequality $S(y)<S(0)$ is `hlt`, and `mul_lt_mul_of_neg_left` reverses it on multiplication by $v$. In the other half, `hsum` and `hone` are the bounds $S(Y)\le A/Y$ and $|v|A/Y\le1$; together they give `hfY`, and `intermediate_value_Icc` supplies the zero.

`eps_ne_zero_of_repulsive` applies this equivalence and contradicts the negative static value with a nonnegative sum. In `exists_mode_iff`, `hsum` is the summed amplitude equation and `hprod` is $\varepsilon(z)N=0$; the converse builds the amplitudes explicitly, and `hs` shows that they sum to 1. `no_growing_mode` combines these last two theorems.

```lean
#print axioms RPACausality.no_growing_mode
```

```
'RPACausality.no_growing_mode' depends on axioms: [propext, Classical.choice, Quot.sound]
```
